# Exchange among mutually reachable sites with unequal frequencies damps every coherence mode

Q: What is the physical situation, and what do the symbols mean?

A: Nuclear spins hop among finitely many chemical sites. The spins at site $i$ have the complex transverse magnetisation $M_i=M_{x,i}+\mathrm i\,M_{y,i}$, which precesses at angular frequency $w_i$, and exchange carries magnetisation between sites:

$$\frac{dM_i}{dt}=\sum_j K_{ij}M_j+\mathrm i\,w_iM_i .$$

Here $K_{ij}$, for $i\ne j$, is the rate from site $j$ to site $i$. The diagonal entry $K_{jj}$ is minus the total rate of leaving $j$, so each column sums to zero. A mode $v\,e^{\mu t}$ satisfies $(K+\mathrm i\,\mathrm{diag}(w))v=\mu v$ with $v\ne0$, and it is damped when $\operatorname{Re}\mu<0$. In Lean, the finite type `n` labels the sites.

```lean
import Mathlib

open Matrix ComplexConjugate

namespace ExchangeDamping

variable {n : Type*} [Fintype n]
```

Q: What is assumed about the exchange?

A: Rates between different sites are nonnegative, and exchange conserves the total population. There are positive populations $p_i$ that exchange leaves unchanged, $\sum_jK_{ij}p_j=0$. They describe the steady state of the sample, and their overall scale is free. Finally, a chain of positive rates leads from any site to any other; `Relation.ReflTransGen` expresses such a chain, including the one of length zero.

```lean
/-- A connected exchange network: `K i j` is the rate from site `j` to site `i`, the total
population is conserved, the positive populations `p` are stationary, and every site can be
reached from every other one by steps of positive rate. -/
structure IsExchangeNetwork (K : Matrix n n ℝ) (p : n → ℝ) : Prop where
  rate_nonneg : ∀ i j, i ≠ j → 0 ≤ K i j
  col_sum : ∀ j, ∑ i, K i j = 0
  pop_pos : ∀ i, 0 < p i
  stationary : ∀ i, ∑ j, K i j * p j = 0
  connected : ∀ i j, Relation.ReflTransGen (fun a b => 0 < K b a) i j
```

Q: Some connection is surely needed?

A: Yes. With two sites and $K=0$, the eigenvalues are $\mathrm i w_1$ and $\mathrm i w_2$, and nothing decays even if the frequencies differ.

Q: Where does the damping come from, then? $K$ need not be symmetric.

A: Write $v_j=p_ju_j$, so that $u_j$ is the coherence per unit population. Expand

$$|u_i-u_j|^2=|u_i|^2+|u_j|^2-2\operatorname{Re}(\bar u_iu_j),$$

multiply by $K_{ij}p_j$ and sum over both indices. The first term vanishes because $\sum_jK_{ij}p_j=0$, the second because $\sum_iK_{ij}=0$. What remains is

$$\sum_{i,j}K_{ij}p_j\operatorname{Re}(\bar u_iu_j)=-\tfrac12\sum_{i,j}K_{ij}p_j|u_i-u_j|^2 .$$

The negative diagonal entries of $K$ do no harm on the right, since they multiply $|u_i-u_i|^2=0$. In the proof, `h1` and `h2` are the two vanishing sums and `h3` is the expansion; `Complex.normSq` is the squared modulus.

```lean
/-- In a connected exchange network, the real part of the exchange form is minus one half of the
sum of squared differences between sites, weighted by the stationary fluxes `K i j * p j`. -/
theorem exchange_form {K : Matrix n n ℝ} {p : n → ℝ} (h : IsExchangeNetwork K p) (u : n → ℂ) :
    ∑ i, ∑ j, K i j * p j * (conj (u i) * u j).re =
      -(1 / 2) * ∑ i, ∑ j, K i j * p j * Complex.normSq (u i - u j) := by
  -- stationarity removes the terms in |u i|²
  have h1 : ∑ i, ∑ j, K i j * p j * Complex.normSq (u i) = 0 :=
    Finset.sum_eq_zero fun i _ => by rw [← Finset.sum_mul, h.stationary, zero_mul]
  -- conservation of population removes the terms in |u j|²
  have h2 : ∑ i, ∑ j, K i j * p j * Complex.normSq (u j) = 0 := by
    rw [Finset.sum_comm]
    refine Finset.sum_eq_zero fun j _ => ?_
    simp_rw [mul_assoc]
    rw [← Finset.sum_mul, h.col_sum, zero_mul]
  have h3 : ∑ i, ∑ j, K i j * p j * Complex.normSq (u i - u j) =
      ∑ i, ∑ j, K i j * p j * Complex.normSq (u i) +
      ∑ i, ∑ j, K i j * p j * Complex.normSq (u j) -
      2 * ∑ i, ∑ j, K i j * p j * (conj (u i) * u j).re := by
    simp only [Finset.mul_sum, ← Finset.sum_add_distrib, ← Finset.sum_sub_distrib]
    refine Finset.sum_congr rfl fun i _ => Finset.sum_congr rfl fun j _ => ?_
    simp only [Complex.normSq_apply, Complex.sub_re, Complex.sub_im, Complex.mul_re,
      Complex.conj_re, Complex.conj_im]
    ring
  linarith
```

Q: Does Lean's matrix agree with your equation of motion?

A: It has the same entries. `evolution K w` is the real matrix $K$ read as complex, plus the diagonal matrix of $\mathrm i w_i$, and the lemma after it writes out row $i$ of its action on a vector.

```lean
variable [DecidableEq n]

/-- The evolution matrix `K + i diag(w)` of the transverse magnetisations of sites that
exchange with rates `K` and precess at frequencies `w`. -/
noncomputable def evolution (K : Matrix n n ℝ) (w : n → ℝ) : Matrix n n ℂ :=
  K.map (fun x => (x : ℂ)) + Matrix.diagonal (fun i => Complex.I * (w i : ℂ))

/-- Entry `i` of the evolution matrix applied to `v` is the exchange sum of `K i j * v j` over `j`
(including the loss term `j = i`) plus the precession term `i w_i v_i`. -/
theorem evolution_mulVec (K : Matrix n n ℝ) (w : n → ℝ) (v : n → ℂ) (i : n) :
    (evolution K w *ᵥ v) i = ∑ j, (K i j : ℂ) * v j + Complex.I * (w i : ℂ) * v i := by
  rw [evolution, Matrix.add_mulVec, Pi.add_apply, Matrix.mulVec_diagonal]
  rfl
```

The step left to physics is that the magnetisations obey this linear equation. It omits intrinsic transverse relaxation, so any damping found here is due to exchange.

Q: How does precession enter the balance?

A: It drops out. Row $i$ of the eigenvalue equation, multiplied by $\bar u_i$, reads

$$\sum_jK_{ij}p_j\bar u_iu_j=(\mu-\mathrm i w_i)\,p_i|u_i|^2 .$$

Since $w_i$ is real, the real part of the right side is $\operatorname{Re}\mu\;p_i|u_i|^2$. Summing over $i$ and using the previous identity gives

$$\operatorname{Re}\mu\sum_ip_i|u_i|^2=-\tfrac12\sum_{i,j}K_{ij}p_j|u_i-u_j|^2 .$$

In the code, `e2` is the projected row and `e3` its real part.

```lean
/-- For a mode with amplitudes `p j * u j` in a connected exchange network, the real part of the
eigenvalue, times the weighted norm of `u`, is minus one half of the flux-weighted sum of
squared differences of `u` between sites. -/
theorem damping_rate {K : Matrix n n ℝ} {p w : n → ℝ} (h : IsExchangeNetwork K p)
    {μ : ℂ} {u : n → ℂ}
    (hv : evolution K w *ᵥ (fun j => (p j : ℂ) * u j) = μ • (fun j => (p j : ℂ) * u j)) :
    μ.re * ∑ i, p i * Complex.normSq (u i) =
      -(1 / 2) * ∑ i, ∑ j, K i j * p j * Complex.normSq (u i - u j) := by
  rw [← exchange_form h u, Finset.mul_sum]
  refine Finset.sum_congr rfl fun i _ => ?_
  have e := congrFun hv i
  rw [evolution_mulVec] at e
  simp only [Pi.smul_apply, smul_eq_mul] at e
  -- project the equation of site i on u i
  have e2 : ∑ j, ((K i j * p j : ℝ) : ℂ) * (conj (u i) * u j) =
      (μ - Complex.I * (w i : ℂ)) * ((p i * Complex.normSq (u i) : ℝ) : ℂ) := by
    calc ∑ j, ((K i j * p j : ℝ) : ℂ) * (conj (u i) * u j)
        = conj (u i) * ∑ j, (K i j : ℂ) * ((p j : ℂ) * u j) := by
          rw [Finset.mul_sum]
          refine Finset.sum_congr rfl fun j _ => ?_
          rw [Complex.ofReal_mul]
          ring
      _ = _ := by
          rw [Complex.ofReal_mul, Complex.normSq_eq_conj_mul_self]
          linear_combination conj (u i) * e
  -- precession is purely imaginary and drops out of the real part
  have hz : (μ - Complex.I * (w i : ℂ)).re = μ.re := by simp
  have e3 := congrArg Complex.re e2
  rw [Complex.re_sum, Complex.re_mul_ofReal, hz] at e3
  simp only [Complex.re_ofReal_mul] at e3
  exact e3.symm
```

Q: That only gives $\operatorname{Re}\mu\le0$. Why is the inequality strict?

A: Suppose $\operatorname{Re}\mu\ge0$. The left side is then nonnegative and the right side nonpositive, so both are zero, and so is every term of the double sum. Hence $u_i=u_j$ whenever $K_{ij}>0$ (`hstep`). Following chains of positive rates, by induction on the chain, makes $u$ equal to one constant $c$ (`hconst`), and $c\ne0$ because $v\ne0$.

Exchange now does nothing to the mode, because $\sum_jK_{ij}p_jc=0$. Row $i$ reduces to $\mathrm i w_ip_ic=\mu p_ic$, so $\mu=\mathrm i w_i$ at every site (`hfreq`). All frequencies would then be equal, contrary to `hw`.

```lean
/-- In a connected exchange network whose site frequencies are not all equal, every eigenvalue
of `K + i diag(w)` has strictly negative real part. -/
theorem exchange_damps_every_mode {K : Matrix n n ℝ} {p w : n → ℝ}
    (h : IsExchangeNetwork K p) (hw : ∃ i j, w i ≠ w j) {μ : ℂ} {v : n → ℂ}
    (hv0 : v ≠ 0) (hv : evolution K w *ᵥ v = μ • v) : μ.re < 0 := by
  by_contra hneg
  have hμ : 0 ≤ μ.re := not_lt.mp hneg
  have hp : ∀ j, (p j : ℂ) ≠ 0 := fun j => by exact_mod_cast (h.pop_pos j).ne'
  obtain ⟨u, rfl⟩ : ∃ u : n → ℂ, v = fun j => (p j : ℂ) * u j := by
    refine ⟨fun j => v j / (p j : ℂ), funext fun j => ?_⟩
    have := hp j
    field_simp
  have hd := damping_rate h hv
  have hterm : ∀ i j, 0 ≤ K i j * p j * Complex.normSq (u i - u j) := by
    intro i j
    by_cases hij : i = j
    · subst hij
      simp
    · exact mul_nonneg (mul_nonneg (h.rate_nonneg i j hij) (h.pop_pos j).le)
        (Complex.normSq_nonneg _)
  have hN : 0 ≤ μ.re * ∑ i, p i * Complex.normSq (u i) :=
    mul_nonneg hμ (Finset.sum_nonneg fun i _ =>
      mul_nonneg (h.pop_pos i).le (Complex.normSq_nonneg _))
  -- an undamped mode has equal u on sites joined by a positive rate
  have hstep : ∀ i j, 0 < K i j → u i = u j := by
    intro i j hK
    by_contra hne
    have h1 := Finset.single_le_sum (f := fun b => K i b * p b * Complex.normSq (u i - u b))
      (fun b _ => hterm i b) (Finset.mem_univ j)
    have h2 := Finset.single_le_sum
      (f := fun a => ∑ b, K a b * p b * Complex.normSq (u a - u b))
      (fun a _ => Finset.sum_nonneg fun b _ => hterm a b) (Finset.mem_univ i)
    have h3 := mul_pos (mul_pos hK (h.pop_pos j))
      (Complex.normSq_pos.mpr (sub_ne_zero.mpr hne))
    linarith
  have hconst : ∀ i j, u i = u j := by
    intro i j
    have hc := h.connected i j
    induction hc with
    | refl => rfl
    | tail _ hbc ih => exact ih.trans (hstep _ _ hbc).symm
  -- so exchange does not act on it, and every site imposes its own frequency
  have hfreq : ∀ i, μ = Complex.I * (w i : ℂ) := by
    intro i
    have hu : u i ≠ 0 := fun h0 => hv0 (funext fun j => by simp [hconst j i, h0])
    have hs : ∑ j, (K i j : ℂ) * ((p j : ℂ) * u j) = 0 := by
      calc ∑ j, (K i j : ℂ) * ((p j : ℂ) * u j)
          = ((∑ j, K i j * p j : ℝ) : ℂ) * u i := by
            push_cast
            rw [Finset.sum_mul]
            refine Finset.sum_congr rfl fun j _ => ?_
            rw [hconst j i]
            ring
        _ = 0 := by rw [h.stationary]; simp
    have e := congrFun hv i
    rw [evolution_mulVec] at e
    simp only [Pi.smul_apply, smul_eq_mul] at e
    apply mul_right_cancel₀ (mul_ne_zero (hp i) hu)
    linear_combination hs - e
  obtain ⟨i, j, hij⟩ := hw
  have hI := mul_left_cancel₀ Complex.I_ne_zero ((hfreq i).symm.trans (hfreq j))
  exact hij (by exact_mod_cast hI)
```

Q: What if all the frequencies are equal?

A: Then the populations themselves form an undamped mode: with common frequency $w_0$, the vector $p$ has eigenvalue $\mathrm i w_0$. So, for at least one site, all modes are damped exactly when two frequencies differ. A single site falls on the undamped side, with $K=0$ and $\mu=\mathrm i w_1$.

```lean
/-- In a connected exchange network with at least one site, all modes are damped exactly when
two sites differ in frequency. -/
theorem all_damped_iff [Nonempty n] {K : Matrix n n ℝ} {p w : n → ℝ}
    (h : IsExchangeNetwork K p) :
    (∀ (μ : ℂ) (v : n → ℂ), v ≠ 0 → evolution K w *ᵥ v = μ • v → μ.re < 0) ↔
      ∃ i j, w i ≠ w j := by
  refine ⟨fun hall => ?_, fun hw μ v hv0 hv => exchange_damps_every_mode h hw hv0 hv⟩
  by_contra hne
  have heq : ∀ i j, w i = w j := fun i j => by
    by_contra hij
    exact hne ⟨i, j, hij⟩
  obtain ⟨a⟩ := ‹Nonempty n›
  -- the stationary populations form an undamped mode
  have hlt := hall (Complex.I * (w a : ℂ)) (fun j => (p j : ℂ))
    (fun h0 => (h.pop_pos a).ne' (Complex.ofReal_eq_zero.mp (congrFun h0 a)))
    (by
      funext i
      have hs : ∑ j, (K i j : ℂ) * (p j : ℂ) = 0 := by exact_mod_cast h.stationary i
      rw [evolution_mulVec, hs, heq i a]
      simp)
  simp at hlt
```

Q: How strong is the damping?

A: The theorem fixes the sign and gives no lower bound on the rate. The smallest case with unequal frequencies shows what can happen. Take two sites with rate $k>0$ each way and frequencies $\pm\delta$, $\delta>0$, measured from their mean. The quadratic formula, applied here outside Lean, gives

$$\mu=-k\pm\sqrt{k^2-\delta^2}.$$

For $k<\delta$ both modes decay at rate $k$. For $k\gg\delta$ the slower one decays at about $\delta^2/(2k)$, which tends to zero as exchange becomes fast: this is the narrowing of the coalesced line. In simulated exchange spectra, such decay rates set the widths of the component lines. Intrinsic relaxation, left out of this model, adds its rate to each of them if that rate is the same at every site.

Q: In chemical equilibrium I would assume detailed balance, $K_{ij}p_j=K_{ji}p_i$. Where is it?

A: It is a special case. Summing it over $j$ gives $\sum_jK_{ij}p_j=p_i\sum_jK_{ji}=0$, so the populations are stationary. If, in addition, all rates between different sites are positive, each site reaches any other in one step, and the general theorem applies.

```lean
/-- For positive exchange rates between all pairs of sites, zero column sums and detailed balance
with positive populations, unequal site frequencies give every eigenvalue of `K + i diag(w)`
a strictly negative real part. -/
theorem damped_of_detailed_balance {K : Matrix n n ℝ} {p w : n → ℝ}
    (hK : ∀ i j, i ≠ j → 0 < K i j) (hcol : ∀ j, ∑ i, K i j = 0) (hp : ∀ i, 0 < p i)
    (hdb : ∀ i j, K i j * p j = K j i * p i) (hw : ∃ i j, w i ≠ w j)
    {μ : ℂ} {v : n → ℂ} (hv0 : v ≠ 0) (hv : evolution K w *ᵥ v = μ • v) : μ.re < 0 := by
  refine exchange_damps_every_mode (p := p)
    ⟨fun i j hij => (hK i j hij).le, hcol, hp, fun i => ?_, fun i j => ?_⟩ hw hv0 hv
  · rw [Finset.sum_congr rfl fun j _ => hdb i j, ← Finset.sum_mul, hcol, zero_mul]
  · by_cases hij : i = j
    · subst hij
      exact Relation.ReflTransGen.refl
    · exact Relation.ReflTransGen.single (hK j i (Ne.symm hij))
```

Q: Does the general version include anything that detailed balance rules out?

A: Yes, a steady state with a circulating current. On a ring of three sites, numbered 0, 1, 2 in Lean, let the spin hop only $0\to1\to2\to0$, with rate $k$.

```lean
/-- One-way exchange around a ring of three sites with rate `k`. -/
def cyclicExchange (k : ℝ) : Matrix (Fin 3) (Fin 3) ℝ :=
  !![-k, 0, k; k, -k, 0; 0, k, -k]
```

Equal populations are stationary; the code uses 1 at each site, which is $1/3$ after normalisation. With equal populations, detailed balance would require equal rates in both directions, but the rate from 0 to 1 is $k$ and the reverse rate is zero. The proof checks the matrix entries case by case and joins the three hops into chains between all pairs of sites. By the general theorem, unequal frequencies damp every mode of this ring too. Such a current cannot persist at thermal equilibrium: it needs a driven system, and strictly one-way hops are an idealisation.

```lean
/-- For `k > 0` the one-way ring with equal populations is a connected exchange network, and its
forward and backward rates between the first two sites differ. -/
theorem cyclicExchange_witness {k : ℝ} (hk : 0 < k) :
    IsExchangeNetwork (cyclicExchange k) (fun _ => 1) ∧
      cyclicExchange k 1 0 ≠ cyclicExchange k 0 1 := by
  refine ⟨⟨?_, ?_, fun _ => one_pos, ?_, ?_⟩, by simp [cyclicExchange, hk.ne']⟩
  · intro i j hij
    fin_cases i <;> fin_cases j <;> simp [cyclicExchange, hk.le] at hij ⊢
  · intro j
    fin_cases j <;> simp [cyclicExchange, Fin.sum_univ_succ]
  · intro i
    fin_cases i <;> simp [cyclicExchange, Fin.sum_univ_succ]
  · -- the three steps around the ring reach every site
    have h01 : Relation.ReflTransGen (fun a b => 0 < cyclicExchange k b a) 0 1 :=
      Relation.ReflTransGen.single (by simp [cyclicExchange, hk])
    have h12 : Relation.ReflTransGen (fun a b => 0 < cyclicExchange k b a) 1 2 :=
      Relation.ReflTransGen.single (by simp [cyclicExchange, hk])
    have h20 : Relation.ReflTransGen (fun a b => 0 < cyclicExchange k b a) 2 0 :=
      Relation.ReflTransGen.single (by simp [cyclicExchange, hk])
    intro i j
    fin_cases i <;> fin_cases j
    · exact Relation.ReflTransGen.refl
    · exact h01
    · exact h01.trans h12
    · exact h12.trans h20
    · exact Relation.ReflTransGen.refl
    · exact h12
    · exact h20
    · exact h20.trans h01
    · exact Relation.ReflTransGen.refl

end ExchangeDamping
```

```lean
#print axioms ExchangeDamping.exchange_damps_every_mode
#print axioms ExchangeDamping.all_damped_iff
#print axioms ExchangeDamping.damped_of_detailed_balance
```

```
'ExchangeDamping.exchange_damps_every_mode' depends on axioms: [propext, Classical.choice, Quot.sound]
'ExchangeDamping.all_damped_iff' depends on axioms: [propext, Classical.choice, Quot.sound]
'ExchangeDamping.damped_of_detailed_balance' depends on axioms: [propext, Classical.choice, Quot.sound]
```
